# For a spin 1/2 in a field B > 0 rotating on a cone of half-angle a, an exact cyclic solution has phase −π(1 − cos a) beyond −BT/2 in the slow limit

When I extract a geometric phase from a simulated spin 1/2, I take the total phase after one turn of the field, remove the dynamical part $-BT/2$, and compare the remainder with $-\pi(1-\cos a)$. Here $\hbar=1$, the Hamiltonian is $B/2$ times the Pauli matrix along the field, and the spin follows the upper level. The field has constant strength $B>0$, makes a constant angle $a$ with the $z$ axis, and turns about that axis at rate $w$, with period $T=2\pi/w$. Even for $w$ small against $B$ the remainder can be slightly off. I believe that this model has an exact solution whose remainder is

$$\gamma=-\pi-\frac{\pi}{w}(\Omega-B),\qquad \Omega=\sqrt{B^2-2Bw\cos a+w^2},$$

and that $\gamma\to-\pi(1-\cos a)$ as $w$ decreases to 0. Can this be derived from the Schrödinger equation, with the size of the error, and checked in Lean?

## A spin state that turns with the field

Yes. Set $\hbar=1$, measure the field strength $B$ by the spin's precession frequency in a static field, and let $\varphi$ be the azimuth of the field. The Hamiltonian is

$$H(\varphi)=\frac B2\begin{pmatrix}\cos a&e^{-i\varphi}\sin a\\ e^{i\varphi}\sin a&-\cos a\end{pmatrix}.$$

Write $c=\cos(a/2)$ and $s=\sin(a/2)$. The angle-difference formulas give

$$\cos a\,c+\sin a\,s=c,\qquad \sin a\,c-\cos a\,s=s,$$

so $n(\varphi)=(c,\,e^{i\varphi}s)$ satisfies $Hn=\frac B2 n$. A spin that stayed in this level for a time $T$ would collect the dynamical phase $-BT/2$.

For the exact motion put $\varphi=wt$ and try

$$\psi(t)=e^{-i(w+\Omega)t/2}\,(x,\;e^{iwt}y)$$

with constant $x,y$. Then $i\psi'=H\psi$ becomes

$$(\Omega+w)x=B(\cos a\,x+\sin a\,y),\qquad(\Omega-w)y=B(\sin a\,x-\cos a\,y).$$

A solution is $x=(B+\Omega-w)c$, $y=(B+\Omega+w)s$. In the first equation, $\Omega^2-w^2=B^2-2Bw\cos a$ turns the left side into

$$B(B+\Omega+w-2w\cos a)\,c,$$

and $\sin a\,s=c-\cos a\,c$ turns the right side into the same expression. In the second, $\sin a\,c=s+\cos a\,s$ makes both sides equal to $B(B+\Omega-w-2w\cos a)\,s$.

The squared norm of $(x,e^{iwt}y)$ is $2\Omega(\Omega+B-w\cos a)$; dividing by its square root, where it is nonzero, gives the normalised state. As $w$ decreases to 0 the unnormalised vector at fixed azimuth tends to $2B\,n(\varphi)$, and the normalised one to $n(\varphi)$.

## The phase after one turn and its error

At $t=T$ the factor $e^{iwt}$ is back to 1, so $\psi(T)=e^{-i(w+\Omega)T/2}\psi(0)$. The exponent is

$$-\frac{(w+\Omega)T}{2}=-\pi-\frac{\pi\Omega}{w}=\gamma-\frac{BT}{2}.$$

To compare $\gamma$ with its limit, rationalise:

$$(\Omega-B+w\cos a)(\Omega+B-w\cos a)=\Omega^2-(B-w\cos a)^2=w^2\sin^2a.$$

Hence, for $w\neq0$ and $w\cos a<B$,

$$\gamma+\pi(1-\cos a)=-\frac{\pi}{w}(\Omega-B+w\cos a)=-\frac{\pi w\sin^2a}{\Omega+B-w\cos a}.$$

As $w$ decreases to 0 the denominator tends to $2B$. The error divided by $w$ therefore tends to $-\pi\sin^2a/(2B)$, and $\gamma$ tends to $-\pi(1-\cos a)$.

This is the Berry phase of $n$: since $\langle n,\partial_\varphi n\rangle=i\sin^2(a/2)$, one has $i\int_0^{2\pi}\langle n,\partial_\varphi n\rangle\,d\varphi=-\pi(1-\cos a)$. That integral is a remark here; the Lean file works with the closed value.

```lean
import Mathlib

open Complex Matrix Filter Topology
open scoped Real

namespace RotatingFieldPhase

noncomputable section

/-- Hamiltonian `(B/2) n·σ` of a spin 1/2 in a field of strength `B` (with `ħ = 1`) along
`n = (sin a cos φ, sin a sin φ, cos a)`. -/
def fieldH (B a φ : ℝ) : Matrix (Fin 2) (Fin 2) ℂ :=
  (B / 2 : ℂ) • !![cos a, exp (-(I * φ)) * sin a; exp (I * φ) * sin a, -cos a]

/-- The spin state `(cos(a/2), exp(iφ) sin(a/2))`. -/
def spinUp (a φ : ℝ) : Fin 2 → ℂ := ![cos (a / 2), exp (I * φ) * sin (a / 2)]

/-- The precession frequency `Ω = √(B² - 2Bw cos a + w²)` in the frame rotating at rate `w`. -/
def rabi (B w a : ℝ) : ℝ := Real.sqrt (B ^ 2 - 2 * B * w * Real.cos a + w ^ 2)

/-- The unnormalized spin profile, at field azimuth `φ`, of the state that follows a field
rotating at rate `w`. -/
def dressed (B w a φ : ℝ) : Fin 2 → ℂ :=
  ![(B + rabi B w a - w) * cos (a / 2),
    exp (I * φ) * ((B + rabi B w a + w) * sin (a / 2))]

/-- The spin profile carried around by the field, with the phase factor
`exp(-i(w + Ω)t/2)`. -/
def rotatingState (B w a t : ℝ) : Fin 2 → ℂ :=
  exp (-(I * ((w + rabi B w a) / 2)) * t) • dressed B w a (w * t)

/-- The phase `-π - (π/w)(Ω - B)`, meant for rotation rate `w ≠ 0`; at `w = 0` Lean's division by
zero gives it the value `-π`. -/
def exactPhase (B w a : ℝ) : ℝ := -π - π / w * (rabi B w a - B)

/-- The action of the Hamiltonian on a spinor with components `x` and `y`. -/
theorem fieldH_mulVec (B a φ : ℝ) (x y : ℂ) :
    fieldH B a φ *ᵥ ![x, y] =
      ![B / 2 * (cos a * x + exp (-(I * φ)) * sin a * y),
        B / 2 * (exp (I * φ) * sin a * x - cos a * y)] := by
  ext i
  fin_cases i <;>
    simp [fieldH, Matrix.mulVec, dotProduct, Fin.sum_univ_two, -mul_eq_mul_left_iff] <;> ring

/-- The state `(cos(a/2), exp(iφ) sin(a/2))` is an eigenvector of the instantaneous
Hamiltonian with energy `B/2`. -/
theorem fieldH_spinUp (B a φ : ℝ) :
    fieldH B a φ *ᵥ spinUp a φ = (B / 2 : ℂ) • spinUp a φ := by
  have h1 : cos (a : ℂ) * cos (a / 2) + sin a * sin (a / 2) = cos (a / 2) := by
    rw [← Complex.cos_sub]; congr 1; ring
  have h2 : sin (a : ℂ) * cos (a / 2) - cos a * sin (a / 2) = sin (a / 2) := by
    rw [← Complex.sin_sub]; congr 1; ring
  have he : exp (-(I * φ)) * exp (I * φ) = 1 := by
    rw [← Complex.exp_add, neg_add_cancel, Complex.exp_zero]
  rw [spinUp, fieldH_mulVec]
  refine funext (Fin.forall_fin_two.2 ⟨?_, ?_⟩) <;>
    simp only [Pi.smul_apply, smul_eq_mul, Matrix.cons_val_zero, Matrix.cons_val_one]
  · linear_combination (B / 2 : ℂ) * h1 + (B / 2 : ℂ) * sin a * sin (a / 2) * he
  · linear_combination (B / 2 : ℂ) * exp (I * φ) * h2

/-- The square of the rotating-frame frequency is `B² - 2Bw cos a + w²`. -/
theorem rabi_sq (B w a : ℝ) :
    rabi B w a ^ 2 = B ^ 2 - 2 * B * w * Real.cos a + w ^ 2 := by
  have h : B ^ 2 - 2 * B * w * Real.cos a + w ^ 2
      = (B - w * Real.cos a) ^ 2 + (w * Real.sin a) ^ 2 := by
    linear_combination (-w ^ 2) * Real.sin_sq_add_cos_sq a
  exact Real.sq_sqrt (by rw [h]; positivity)

/-- The rotating state solves the Schrödinger equation `ψ' = -i H(t) ψ` exactly, for the field
at azimuth `wt`. -/
theorem rotatingState_schrodinger (B w a t : ℝ) :
    HasDerivAt (rotatingState B w a)
      ((-I) • (fieldH B a (w * t) *ᵥ rotatingState B w a t)) t := by
  have h1 : cos (a : ℂ) * cos (a / 2) + sin a * sin (a / 2) = cos (a / 2) := by
    rw [← Complex.cos_sub]; congr 1; ring
  have h2 : sin (a : ℂ) * cos (a / 2) - cos a * sin (a / 2) = sin (a / 2) := by
    rw [← Complex.sin_sub]; congr 1; ring
  have he : exp (-(I * ((w * t : ℝ) : ℂ))) * exp (I * ((w * t : ℝ) : ℂ)) = 1 := by
    rw [← Complex.exp_add, neg_add_cancel, Complex.exp_zero]
  have hR : (rabi B w a : ℂ) ^ 2 = B ^ 2 - 2 * B * w * cos a + w ^ 2 := by
    have h := congrArg (fun x : ℝ => (x : ℂ)) (rabi_sq B w a)
    push_cast at h
    exact h
  -- derivatives of the two phase factors
  have hexp : ∀ k : ℂ, HasDerivAt (fun s : ℝ => exp (k * s)) (k * exp (k * t)) t := by
    intro k
    have h : HasDerivAt (fun y : ℂ => exp (k * y)) (exp (k * t) * (k * 1)) (t : ℂ) :=
      ((hasDerivAt_id' (t : ℂ)).const_mul k).cexp
    exact h.comp_ofReal.congr_deriv (by ring)
  have d0 := hexp (-(I * ((w + rabi B w a) / 2)))
  have d1 : HasDerivAt (fun s : ℝ => exp (I * ((w * s : ℝ) : ℂ)))
      (I * w * exp (I * ((w * t : ℝ) : ℂ))) t := by
    have e : ∀ s : ℝ, I * ((w * s : ℝ) : ℂ) = I * w * s := by
      intro s; push_cast; ring
    simpa only [e] using hexp (I * w)
  rw [rotatingState, Matrix.mulVec_smul, dressed, fieldH_mulVec]
  -- compare the two spin components
  refine hasDerivAt_pi.2 (Fin.forall_fin_two.2 ⟨?_, ?_⟩)
  · refine (d0.mul_const ((B + rabi B w a - w) * cos (a / 2))).congr_deriv ?_
    simp only [Pi.smul_apply, smul_eq_mul, Matrix.cons_val_zero]
    linear_combination (-I * exp (-(I * ((w + rabi B w a) / 2)) * t) / 2) *
      (cos (a / 2) * hR - B * (B + rabi B w a + w) * h1
        - B * sin a * sin (a / 2) * (B + rabi B w a + w) * he)
  · refine (d0.fun_mul
      (d1.mul_const ((B + rabi B w a + w) * sin (a / 2)))).congr_deriv ?_
    simp only [Pi.smul_apply, smul_eq_mul, Matrix.cons_val_zero, Matrix.cons_val_one]
    linear_combination (-I * exp (-(I * ((w + rabi B w a) / 2)) * t)
      * exp (I * ((w * t : ℝ) : ℂ)) / 2) *
      (sin (a / 2) * hR - B * (B + rabi B w a - w) * h2)

/-- For `w ≠ 0` and `T = 2π/w`, the rotating state at time `T` is the state at time 0 times
`exp(iθ)`, where `θ = -π - (π/w)(Ω - B) - (B/2)T`. -/
theorem rotatingState_cyclic (B a : ℝ) {w : ℝ} (hw : w ≠ 0) :
    rotatingState B w a (2 * π / w) =
      exp (I * ((exactPhase B w a - B / 2 * (2 * π / w) : ℝ) : ℂ)) •
        rotatingState B w a 0 := by
  have hT : w * (2 * π / w) = 2 * π := by field_simp
  have hd : dressed B w a (2 * π) = dressed B w a 0 := by
    have h : exp (I * ((2 * π : ℝ) : ℂ)) = 1 := by
      rw [mul_comm]; push_cast; exact Complex.exp_two_pi_mul_I
    simp only [dressed, h]
    simp
  have hr : exactPhase B w a - B / 2 * (2 * π / w)
      = -((w + rabi B w a) / 2 * (2 * π / w)) := by
    unfold exactPhase
    linear_combination π * mul_inv_cancel₀ hw
  rw [rotatingState, rotatingState, hT, hd, hr, mul_zero w, Complex.ofReal_zero, mul_zero,
    Complex.exp_zero, one_smul]
  congr 2
  push_cast
  ring

/-- When the field rotates more slowly than `B`, in either sense, the rotating state is not the
zero vector. -/
theorem rotatingState_ne_zero {B w : ℝ} (a t : ℝ) (h : |w| < B) :
    rotatingState B w a t ≠ 0 := by
  intro hz
  obtain ⟨hl, hu⟩ := abs_lt.1 h
  have hR : 0 ≤ rabi B w a := Real.sqrt_nonneg _
  have p0 : (B : ℂ) + rabi B w a - w ≠ 0 := by
    have : B + rabi B w a - w ≠ 0 := by linarith
    exact_mod_cast this
  have p1 : (B : ℂ) + rabi B w a + w ≠ 0 := by
    have : B + rabi B w a + w ≠ 0 := by linarith
    exact_mod_cast this
  have h0 := congrFun hz 0
  have h1 := congrFun hz 1
  simp only [rotatingState, dressed, Pi.smul_apply, smul_eq_mul, Matrix.cons_val_zero,
    Matrix.cons_val_one, Pi.zero_apply, mul_eq_zero, Complex.exp_ne_zero, false_or] at h0 h1
  -- sine and cosine of a/2 cannot both vanish
  have hs := Complex.sin_sq_add_cos_sq ((a : ℂ) / 2)
  rw [h0.resolve_left p0, h1.resolve_left p1] at hs
  norm_num at hs

/-- For `B > 0`, as the rotation rate decreases to zero the spin profile tends to `2B` times the
instantaneous eigenvector `(cos(a/2), exp(iφ) sin(a/2))`. -/
theorem dressed_tendsto {B : ℝ} (hB : 0 < B) (a φ : ℝ) :
    Tendsto (fun w => dressed B w a φ) (𝓝[>] 0) (𝓝 ((2 * B : ℂ) • spinUp a φ)) := by
  have hR : Continuous (fun w => rabi B w a) := by unfold rabi; fun_prop
  have hc : Continuous (fun w => dressed B w a φ) := by
    refine continuous_pi (Fin.forall_fin_two.2 ⟨?_, ?_⟩) <;>
      simp only [dressed, Matrix.cons_val_zero, Matrix.cons_val_one] <;> fun_prop
  have h0 : rabi B 0 a = B := by simp [rabi, Real.sqrt_sq hB.le]
  have hv : dressed B 0 a φ = (2 * B : ℂ) • spinUp a φ := by
    refine funext (Fin.forall_fin_two.2 ⟨?_, ?_⟩) <;>
      simp only [dressed, spinUp, h0, Pi.smul_apply, smul_eq_mul, Matrix.cons_val_zero,
        Matrix.cons_val_one, Complex.ofReal_zero] <;> ring
  rw [← hv]
  exact (hc.tendsto 0).mono_left nhdsWithin_le_nhds

/-- For `w ≠ 0` and `w cos a < B`, the exact phase differs from `-π(1 - cos a)` by
`-πw sin²a / (Ω + B - w cos a)`. -/
theorem nonadiabatic_correction {B w a : ℝ} (hw : w ≠ 0) (h : w * Real.cos a < B) :
    exactPhase B w a + π * (1 - Real.cos a) =
      -(π * w * Real.sin a ^ 2 / (rabi B w a + B - w * Real.cos a)) := by
  have hR : 0 ≤ rabi B w a := Real.sqrt_nonneg _
  have hD : rabi B w a + B - w * Real.cos a ≠ 0 := by linarith
  -- rationalize the difference of frequencies
  have key : rabi B w a - B + w * Real.cos a
      = w ^ 2 * Real.sin a ^ 2 / (rabi B w a + B - w * Real.cos a) := by
    rw [eq_div_iff hD]
    linear_combination rabi_sq B w a - w ^ 2 * Real.sin_sq_add_cos_sq a
  have e : exactPhase B w a + π * (1 - Real.cos a)
      = -(π / w) * (rabi B w a - B + w * Real.cos a) := by
    unfold exactPhase
    linear_combination π * Real.cos a * mul_inv_cancel₀ hw
  rw [e, key]
  linear_combination (-(π * w * Real.sin a ^ 2 / (rabi B w a + B - w * Real.cos a))) *
    mul_inv_cancel₀ hw

/-- For `B > 0`, the deviation of the exact phase from `-π(1 - cos a)`, divided by the rotation
rate `w`, tends to `-π sin²a / (2B)` as `w` decreases to zero. -/
theorem correction_first_order {B : ℝ} (hB : 0 < B) (a : ℝ) :
    Tendsto (fun w => (exactPhase B w a + π * (1 - Real.cos a)) / w) (𝓝[>] 0)
      (𝓝 (-(π * Real.sin a ^ 2 / (2 * B)))) := by
  have hc : Continuous (fun w => rabi B w a + B - w * Real.cos a) := by
    unfold rabi; fun_prop
  have hv : rabi B 0 a + B - 0 * Real.cos a = 2 * B := by
    have h0 : rabi B 0 a = B := by simp [rabi, Real.sqrt_sq hB.le]
    rw [h0]; ring
  have ht : Tendsto (fun w => rabi B w a + B - w * Real.cos a) (𝓝 0) (𝓝 (2 * B)) := by
    rw [← hv]; exact hc.tendsto 0
  have hs : Tendsto (fun w => -(π * Real.sin a ^ 2 / (rabi B w a + B - w * Real.cos a)))
      (𝓝[>] 0) (𝓝 (-(π * Real.sin a ^ 2 / (2 * B)))) :=
    ((tendsto_const_nhds.div ht (by positivity)).neg).mono_left nhdsWithin_le_nhds
  refine hs.congr' ?_
  filter_upwards [Ioo_mem_nhdsGT hB] with w hw
  have hlt : w * Real.cos a < B := by nlinarith [Real.cos_le_one a, hw.1, hw.2]
  rw [nonadiabatic_correction hw.1.ne' hlt]
  linear_combination (π * Real.sin a ^ 2 / (rabi B w a + B - w * Real.cos a)) *
    mul_inv_cancel₀ hw.1.ne'

/-- Adiabatic limit: for `B > 0`, the exact rotating-field phase `-π - (π/w)(Ω - B)` tends to
`-π(1 - cos a)` as the rotation rate `w` decreases to zero. -/
theorem exactPhase_adiabatic_limit {B : ℝ} (hB : 0 < B) (a : ℝ) :
    Tendsto (fun w => exactPhase B w a) (𝓝[>] 0) (𝓝 (-π * (1 - Real.cos a))) := by
  have hid : Tendsto (fun w : ℝ => w) (𝓝[>] 0) (𝓝 0) := tendsto_id'.2 nhdsWithin_le_nhds
  -- the deviation is w times a quantity with a finite limit
  have h := (hid.mul (correction_first_order hB a)).add_const (-π * (1 - Real.cos a))
  rw [zero_mul, zero_add] at h
  refine h.congr' ?_
  filter_upwards [self_mem_nhdsWithin] with w hw
  have hw0 : w ≠ 0 := (Set.mem_Ioi.1 hw).ne'
  linear_combination (exactPhase B w a + π * (1 - Real.cos a)) * mul_inv_cancel₀ hw0

end

end RotatingFieldPhase
```

```lean
#print axioms RotatingFieldPhase.rotatingState_cyclic
-- 'RotatingFieldPhase.rotatingState_cyclic' depends on axioms: [propext, Classical.choice, Quot.sound]
#print axioms RotatingFieldPhase.rotatingState_ne_zero
-- 'RotatingFieldPhase.rotatingState_ne_zero' depends on axioms: [propext, Classical.choice, Quot.sound]
#print axioms RotatingFieldPhase.dressed_tendsto
-- 'RotatingFieldPhase.dressed_tendsto' depends on axioms: [propext, Classical.choice, Quot.sound]
#print axioms RotatingFieldPhase.exactPhase_adiabatic_limit
-- 'RotatingFieldPhase.exactPhase_adiabatic_limit' depends on axioms: [propext, Classical.choice, Quot.sound]
```

## What the Lean statements say about the spin

States have type `Fin 2 → ℂ`, with components 0 and 1 for spin up and down along $z$. The parameters `B`, `w`, `a`, `φ` and `t` are real. `fieldH` is $H$, `spinUp` is $n$, `rabi` is $\Omega$, and `dressed` is the unnormalised vector $(x,e^{i\varphi}y)$. `rotatingState` is $\psi$, and `exactPhase` is $\gamma$. In the docstring of `fieldH`, the letter `n` stands instead for the unit vector along the field.

- `rotatingState_schrodinger` says that $\psi$ has derivative $-iH(wt)\psi$ at every time, for all real parameters.
- `rotatingState_cyclic` gives the return phase for $w\neq0$. For negative $w$ the time $2\pi/w$ is negative, and the identity relates the state at that earlier time to the state at 0.
- `rotatingState_ne_zero` makes $\psi$ a genuine state when $|w|<B$, that is, when the field turns more slowly than the spin precesses in a static field. Some restriction is needed: at $a=0$ and $w\ge B>0$ the formula gives the zero vector.
- `dressed_tendsto`, `correction_first_order` and `exactPhase_adiabatic_limit` assume $B>0$, which keeps the two levels apart and makes $n$ the upper one. The filter `𝓝[>] 0` means that $w$ approaches 0 through positive values.

The return factor fixes a phase only modulo $2\pi$; `exactPhase` selects the real representative whose limit is $-\pi(1-\cos a)$. The subtracted $BT/2$ uses the instantaneous energy $B/2$, not the mean energy of $\psi$ at finite $w$.

The limit concerns one explicit solution, whose initial state depends on $w$. It is not an adiabatic theorem for arbitrary Hamiltonians or initial states, and it leaves out noise, varying field strength and uneven rotation. For a single spin in this ideal classical field, the formula provides a reference value, modulo $2\pi$, for testing a time propagator at finite rotation rate, provided that the run starts in the normalised $\psi(0)$ and not in $n(0)$.

## From the two spinor equations to the limit

`fieldH_mulVec` multiplies out the matrix. `fieldH_spinUp` then proves the eigenvector equation from the two angle-difference identities, `h1` and `h2`, and from $e^{-i\varphi}e^{i\varphi}=1$, called `he`.

`rabi_sq` recovers $\Omega^2$ from the square root. It first writes the radicand as $(B-w\cos a)^2+(w\sin a)^2$, which is nonnegative.

In `rotatingState_schrodinger`, `d0` and `d1` differentiate the overall phase and $e^{iwt}$. `hasDerivAt_pi` splits the vector equation into the two component equations above. Each `linear_combination` closes one of them, using the formula for $\Omega^2$ (`hR`) and the half-angle identities.

`rotatingState_cyclic` checks that $wT=2\pi$, that the spin profile returns, and that the exponents agree; these are `hT`, `hd` and `hr`. `rotatingState_ne_zero` argues by contradiction: for $|w|<B$ both factors $B+\Omega\mp w$ are nonzero, so a zero vector would force $c=s=0$, against $c^2+s^2=1$.

`dressed_tendsto` uses continuity in $w$ and evaluates the profile at $w=0$, where $\Omega=B$.

In `nonadiabatic_correction`, `key` is the rationalisation and `e` rewrites the phase error in terms of $\Omega-B+w\cos a$. `correction_first_order` takes the limit of the denominator by continuity, then uses the exact formula on $0<w<B$, where $w\cos a<B$ holds. Finally, `exactPhase_adiabatic_limit` writes the error as $w$ times a quotient with a finite limit, so the error vanishes.
